# For H = diag(0, d) + (id/2)σx with d > 0, the operator d/2 − H is nonzero, squares to zero and is not invertible

A two-level system has the unperturbed Hamiltonian H₀ = diag(0, d), with d > 0, and the non-Hermitian perturbation V = (id/2)σx. The lemma says that at z = d/2, midway between the unperturbed levels, the operator z − H₀ − V on ℂ² is nonzero, has square zero and is not invertible. The proof writes this operator as that of an explicit 2 × 2 matrix `M`, and checks `M * M = 0` entry by entry and `M ≠ 0` from one entry. Non-invertibility follows because an invertible operator could be cancelled from the equation saying that its square is zero, which would make it zero.

This version doesn't compile in Lean 4 with Mathlib:

```lean
import Mathlib

open Matrix

namespace RayleighSchroedingerContour

noncomputable section

variable {E : Type*} [NormedAddCommGroup E] [InnerProductSpace ℂ E]

/-- The operator `z - H`, with `z` multiplying the identity. -/
def shift (z : ℂ) (H : E →L[ℂ] E) : E →L[ℂ] E := z • 1 - H

/-- The operator on the two-level state space given by a 2 × 2 matrix. -/
def op (A : Matrix (Fin 2) (Fin 2) ℂ) :
    EuclideanSpace ℂ (Fin 2) →L[ℂ] EuclideanSpace ℂ (Fin 2) :=
  Matrix.toEuclideanCLM (n := Fin 2) (𝕜 := ℂ) A

/-- The two-level Hamiltonian `diag(0, d)`. -/
def twoLevel (d : ℝ) : Matrix (Fin 2) (Fin 2) ℂ := !![0, 0; 0, (d : ℂ)]

/-- The non-Hermitian coupling `(i d / 2) σx`. -/
def coupling (d : ℝ) : Matrix (Fin 2) (Fin 2) ℂ :=
  !![0, Complex.I * d / 2; Complex.I * d / 2, 0]

/-- For `d > 0` and `diag(0, d)` perturbed by `(i d / 2) σx`, the operator `z - H0 - V` at `z = d/2`
is nonzero, squares to zero and is not invertible. -/
theorem contour_bound_sharp {d : ℝ} (hd : 0 < d) :
    shift ((d : ℂ) / 2) (op (twoLevel d) + op (coupling d)) ≠ 0 ∧
    shift ((d : ℂ) / 2) (op (twoLevel d) + op (coupling d)) ^ 2 = 0 ∧
    ¬ IsUnit (shift ((d : ℂ) / 2) (op (twoLevel d) + op (coupling d))) := by
  let M : Matrix (Fin 2) (Fin 2) ℂ :=
    ((d : ℂ) / 2) • 1 - (twoLevel d + coupling d)
  have hN : shift ((d : ℂ) / 2) (op (twoLevel d) + op (coupling d)) = op M := by
    unfold shift op
    rw [map_sub, map_smul, map_one, map_add]
  have hM : M * M = 0 := by
    ext i j
    fin_cases i <;> fin_cases j <;>
      simp [M, twoLevel, coupling, Matrix.mul_apply, Fin.sum_univ_succ] <;>
      first
        | ring1
        | linear_combination ((d : ℂ) ^ 2 / 4) * Complex.I_sq
  have hsq : op M * op M = 0 := by
    unfold op
    rw [← map_mul, hM, map_zero]
  have hne : op M ≠ 0 := by
    intro h
    have h0 : M = 0 := (Matrix.toEuclideanCLM (n := Fin 2) (𝕜 := ℂ)).injective
      (h.trans (map_zero _).symm)
    have h1 := congrFun (congrFun h0 0) 0
    simp [M, twoLevel, coupling, hd.ne'] at h1
  rw [hN]
  refine ⟨hne, by rw [pow_two, hsq], fun hu => hne ?_⟩
  -- an invertible operator could be cancelled from `N * N = 0`
  exact hu.mul_left_cancel (hsq.trans (mul_zero _).symm)

end

end RayleighSchroedingerContour
```

Lean reports:

```
Main.lean:43:10: error: ring failed, ring expressions not equal
d : ℝ
hd : 0 < d
M : Matrix (Fin 2) (Fin 2) ℂ := ⋯
hN : shift (↑d / 2) (op (twoLevel d) + op (coupling d)) = op M
⊢ ↑d ^ 2 * (-1 / 4) + ↑d ^ 2 * Complex.I * (1 / 4) + ↑d ^ 2 * Complex.I * 1 (Fin.succ 0) 1 * (-1 / 4) +
      ↑d ^ 2 * Complex.I ^ 2 * (-1 / 4) =
    0
Main.lean:43:10: error: ring failed, ring expressions not equal
d : ℝ
hd : 0 < d
M : Matrix (Fin 2) (Fin 2) ℂ := ⋯
hN : shift (↑d / 2) (op (twoLevel d) + op (coupling d)) = op M
⊢ Complex.I * ↑d ^ 2 * (1 / 4) + Complex.I * ↑d ^ 2 * 1 1 (Fin.succ 0) * (-1 / 4) + Complex.I ^ 2 * ↑d ^ 2 * (-1 / 4) +
      ↑d ^ 2 * (-1 / 4) =
    0
Main.lean:43:10: error: ring failed, ring expressions not equal
d : ℝ
hd : 0 < d
M : Matrix (Fin 2) (Fin 2) ℂ := ⋯
hN : shift (↑d / 2) (op (twoLevel d) + op (coupling d)) = op M
⊢ ↑d ^ 2 * (3 / 4) + ↑d ^ 2 * 1 1 (Fin.succ 0) * (-1 / 2) + ↑d ^ 2 * 1 1 (Fin.succ 0) * 1 (Fin.succ 0) 1 * (1 / 4) +
      ↑d ^ 2 * 1 (Fin.succ 0) 1 * (-1 / 2) =
    0
```

All three errors come from the entrywise check of `M * M = 0`. `Fin.sum_univ_succ` expands the sum in the matrix product using the index `Fin.succ 0`, and `simp` leaves the identity-matrix entries `1 (Fin.succ 0) 1` and `1 1 (Fin.succ 0)` unevaluated. Both equal 1, but `ring1` treats them as unknowns.

The first two messages concern the off-diagonal entries. `ring1` could have closed these had the identity entries been evaluated. Instead it fails, and `first` moves on to `linear_combination`, whose use of `Complex.I_sq` is not needed here and only adds terms in `d ^ 2` and `Complex.I ^ 2 * d ^ 2` to the reported goal. The third message concerns the lower diagonal entry, which does need i² = −1. There `linear_combination` is the right step, but the unevaluated identity entries stop its final ring check.

In the repair, `Fin.sum_univ_two` writes the sum directly with indices 0 and 1, and `Matrix.one_apply` turns each identity entry into a test of whether its indices are equal, which `simp` can decide. What remains is ordinary algebra in `d` and `Complex.I`, which the existing alternatives can close.

Lean accepts the file once it reads:

```diff
@@ -38,5 +38,5 @@
     ext i j
     fin_cases i <;> fin_cases j <;>
-      simp [M, twoLevel, coupling, Matrix.mul_apply, Fin.sum_univ_succ] <;>
+      simp [M, twoLevel, coupling, Matrix.mul_apply, Fin.sum_univ_two, Matrix.one_apply] <;>
       first
         | ring1
```
